# Fermion operator strings shift a diagonal Fock operator by orbital-energy differences

## Operators, strings and roots

Let $A$ be an associative complex algebra with unit, and let creators $c_p$ and annihilators $a_p$ in $A$ carry mode labels $p$ from a type `ι`.

In Lean 4 with Mathlib:

```lean
import Mathlib

open Finset

namespace ExcitationRoots

noncomputable section

variable {ι A : Type*} [Ring A] [Algebra ℂ A]
```

The commutator is $[x,y]=xy-yx$ and the anticommutator is $\{x,y\}=xy+yx$. `IsCAR` postulates $\{a_p,c_q\}=\delta_{pq}$, $\{c_p,c_q\}=0$ and $\{a_p,a_q\}=0$, the exchange rules of fermions in orthonormal spin orbitals.

```lean
/-- The commutator `[x, y] = x y - y x`. -/
def lieComm (x y : A) : A := x * y - y * x

/-- The canonical anticommutation relations for creators `c p` and annihilators `a p`. -/
structure IsCAR [DecidableEq ι] (c a : ι → A) : Prop where
  mixed : ∀ p q, a p * c q + c q * a p = if p = q then 1 else 0
  cre : ∀ p q, c p * c q + c q * c p = 0
  ann : ∀ p q, a p * a q + a q * a p = 0
```

For orbital energies $e_p\in\mathbb{C}$, the Fock operator is $F=\sum_p e_p c_pa_p$. Two lists, `ps` $=(p_1,\dots,p_k)$ and `qs` $=(q_1,\dots,q_m)$, define $X=c_{p_1}\cdots c_{p_k}a_{q_1}\cdots a_{q_m}$ and $\Delta=\sum_i e_{p_i}-\sum_j e_{q_j}$. Empty lists give $X=1$, $\Delta=0$, and repeated labels are allowed.

```lean
/-- The diagonal Fock operator `F = ∑ e_p c_p a_p` with orbital energies `e`. -/
def fock [Fintype ι] (e : ι → ℂ) (c a : ι → A) : A := ∑ p, e p • (c p * a p)

/-- The product of the creators labelled by `ps` followed by the annihilators
labelled by `qs`. -/
def excitation (c a : ι → A) (ps qs : List ι) : A := (ps.map c).prod * (qs.map a).prod

/-- The energy denominator: the sum of orbital energies over `ps` minus the sum over `qs`. -/
def denom (e : ι → ℂ) (ps qs : List ι) : ℂ := (ps.map e).sum - (qs.map e).sum
```

Here a cluster operator is any sum $T=\sum_{\mu\in s}t_\mu X_\mu$ over a finite set $s$, with complex amplitudes $t_\mu$; the string $X_\mu$ has lists `P μ`, `Q μ` and denominator $\Delta_\mu$. An element $X$ is a root vector with root $\omega$ if $[F,X]=\omega X$, a condition that $X=0$ meets for every $\omega$.

```lean
/-- The cluster operator `∑ t_μ X_μ`, where `X_μ` has creator labels `P μ` and
annihilator labels `Q μ`. -/
def cluster {κ : Type*} (c a : ι → A) (s : Finset κ) (P Q : κ → List ι) (t : κ → ℂ) : A :=
  ∑ μ ∈ s, t μ • excitation c a (P μ) (Q μ)

/-- `X` is a root vector of `F` with root `ω` when `[F, X] = ω X`. -/
def IsRootVector (F : A) (ω : ℂ) (X : A) : Prop := lieComm F X = ω • X
```

## Associative products

Operator products are compositions, hence associative. For any $F\in A$, if $X$ and $Y$ have roots $\omega$ and $\eta$, then
$$[F,XY]=[F,X]Y+X[F,Y]=(\omega+\eta)XY.$$
The first equality uses $F(XY)=(FX)Y$, $(XF)Y=X(FY)$ and $X(YF)=(XY)F$, and can fail for a non-associative product. In `root_mul` it is the `noncomm_ring` step.

```lean
/-- The product of two root vectors is a root vector whose root is the sum of the roots. -/
theorem root_mul {F X Y : A} {ω η : ℂ} (hX : IsRootVector F ω X) (hY : IsRootVector F η Y) :
    IsRootVector F (ω + η) (X * Y) := by
  unfold IsRootVector lieComm at *
  -- Leibniz rule for the commutator
  calc F * (X * Y) - X * Y * F = (F * X - X * F) * Y + X * (F * Y - Y * F) := by noncomm_ring
    _ = (ω + η) • (X * Y) := by rw [hX, hY, smul_mul_assoc, mul_smul_comm, add_smul]
```

Subtracting the same result for $YX$ gives $[F,[X,Y]]=(\omega+\eta)[X,Y]$. Induction from $[F,1]=0$ extends additivity to ordered lists.

```lean
/-- The commutator of two root vectors is a root vector whose root is the sum of the roots. -/
theorem root_lieComm {F X Y : A} {ω η : ℂ} (hX : IsRootVector F ω X)
    (hY : IsRootVector F η Y) : IsRootVector F (ω + η) (lieComm X Y) := by
  have h1 := root_mul hX hY
  have h2 := root_mul hY hX
  rw [add_comm] at h2
  unfold IsRootVector lieComm at *
  rw [smul_sub, ← h1, ← h2]
  noncomm_ring

/-- An ordered product of root vectors is a root vector whose root is the sum of all roots. -/
theorem root_list_prod {F : A} {w : ι → ℂ} {f : ι → A} (h : ∀ p, IsRootVector F (w p) (f p))
    (l : List ι) : IsRootVector F (l.map w).sum (l.map f).prod := by
  induction l with
  | nil => simp [IsRootVector, lieComm]
  | cons p l ih =>
    simp only [List.map_cons, List.sum_cons, List.prod_cons]
    exact root_mul (h p) ih
```

## The anticommutation relations

The identity $[xy,z]=x\{y,z\}-\{x,z\}y$ holds in any ring and gives
$$[c_pa_p,c_q]=c_p\{a_p,c_q\}-\{c_p,c_q\}a_p=\delta_{pq}c_q,$$
$$[c_pa_p,a_q]=c_p\{a_p,a_q\}-\{c_p,a_q\}a_p=-\delta_{pq}a_q.$$
The first line uses `mixed` and `cre`, the second `ann` and `mixed`. The expansions are `h1` and `h2`, and every later use of the relations goes through this lemma. The normalisation in `mixed` matters: replacing each $a_p$ by $2a_p$ preserves `cre` and `ann` but doubles $F$, and every root with it. No adjoint enters, so $c_p=a_p^\dagger$ is not assumed.

```lean
omit [Algebra ℂ A] in
/-- The mode occupation operator obeys `[c_p a_p, c_q] = δ_pq c_q` and
`[c_p a_p, a_q] = -δ_pq a_q`. -/
theorem occupation_lieComm [DecidableEq ι] {c a : ι → A} (h : IsCAR c a) (p q : ι) :
    lieComm (c p * a p) (c q) = (if p = q then c q else 0) ∧
      lieComm (c p * a p) (a q) = (if p = q then -a q else 0) := by
  -- [xy, z] = x {y, z} - {x, z} y
  have h1 : lieComm (c p * a p) (c q)
      = c p * (a p * c q + c q * a p) - (c p * c q + c q * c p) * a p := by
    unfold lieComm
    noncomm_ring
  have h2 : lieComm (c p * a p) (a q)
      = c p * (a p * a q + a q * a p) - (a q * c p + c p * a q) * a p := by
    unfold lieComm
    noncomm_ring
  rw [h1, h2, h.mixed p q, h.cre p q, h.ann p q, h.mixed q p]
  by_cases hpq : p = q
  · subst hpq
    simp
  · have hqp : ¬ q = p := fun h' => hpq h'.symm
    simp [hpq, hqp]
```

## A diagonal operator on finitely many modes

Diagonal form means that the orbitals are eigenfunctions of the one-particle operator; it is built into `fock`, not derived from a self-consistent field. Linearity gives
$$[F,c_q]=\sum_p e_p\delta_{pq}c_q=e_qc_q,\qquad [F,a_q]=-e_qa_q,$$
and additivity of roots yields $[F,X]=\Delta X$. The theorem states this for all energies and all pairs of lists, given `IsCAR c a` and finitely many modes. Linearity is `lin`, the collapse of each sum is `Finset.sum_eq_single` in `hc` and `ha`, `hneg` pulls out the sign, and `key` joins the two lists. For a general one-body operator $F'=\sum_{p,r}f_{pr}c_pa_r$ with coefficients $f_{pr}$, the same algebra gives $[F',c_q]=\sum_p f_{pq}c_p$, which mixes modes. Infinitely many modes are not covered.

```lean
/-- Any product `X` of creators followed by annihilators satisfies `[F, X] = Δ X`, where `Δ` is
the sum of the creator orbital energies minus the sum of the annihilator orbital energies. -/
theorem fock_lieComm_excitation [Fintype ι] [DecidableEq ι] {c a : ι → A} (h : IsCAR c a)
    (e : ι → ℂ) (ps qs : List ι) :
    lieComm (fock e c a) (excitation c a ps qs) = denom e ps qs • excitation c a ps qs := by
  have lin : ∀ Y : A, lieComm (fock e c a) Y = ∑ p, e p • lieComm (c p * a p) Y := by
    intro Y
    simp only [lieComm, fock, Finset.sum_mul, Finset.mul_sum, smul_mul_assoc, mul_smul_comm,
      smul_sub, Finset.sum_sub_distrib]
  -- only the mode p = q contributes for a single operator
  have hc : ∀ q, IsRootVector (fock e c a) (e q) (c q) := by
    intro q
    unfold IsRootVector
    rw [lin, Finset.sum_eq_single q]
    · simp [(occupation_lieComm h q q).1]
    · intro b _ hb
      simp [(occupation_lieComm h b q).1, hb]
    · simp
  have ha : ∀ q, IsRootVector (fock e c a) (-e q) (a q) := by
    intro q
    unfold IsRootVector
    rw [lin, Finset.sum_eq_single q]
    · simp [(occupation_lieComm h q q).2]
    · intro b _ hb
      simp [(occupation_lieComm h b q).2, hb]
    · simp
  have hneg : ∀ l : List ι, (l.map fun q => -e q).sum = -(l.map e).sum := by
    intro l
    induction l with
    | nil => simp
    | cons q l ih =>
      simp only [List.map_cons, List.sum_cons, ih]
      ring
  -- roots add along the string
  have key := root_mul (root_list_prod hc ps) (root_list_prod (w := fun q => -e q) ha qs)
  rw [hneg, ← sub_eq_add_neg] at key
  exact key
```

## A reference eigenstate

Let $A$ act on a complex vector space $V$, compatibly with scalars (`IsScalarTower`), and let $Fv=Ev$ for $v\in V$, $E\in\mathbb{C}$. A Slater determinant of the orbitals is an example. Then
$$F(Xv)=XFv+\Delta Xv=(E+\Delta)Xv.$$
`key` is $FX=XF+\Delta X$, and `hv` supplies the second equality; for general $v$ only the first remains. The vector $Xv$ may vanish, as when $X$ empties an unoccupied mode, so $E+\Delta$ is not asserted to be an eigenvalue.

```lean
/-- If a state obeys `F v = E v`, then `F (X v) = (E + Δ) X v` for every product `X` of
creators followed by annihilators with denominator `Δ`. -/
theorem fock_excited_state [Fintype ι] [DecidableEq ι] {c a : ι → A} (h : IsCAR c a)
    {V : Type*} [AddCommGroup V] [Module ℂ V] [Module A V] [IsScalarTower ℂ A V]
    (e : ι → ℂ) (ps qs : List ι) {v : V} {E : ℂ} (hv : fock e c a • v = E • v) :
    fock e c a • (excitation c a ps qs • v)
      = (E + denom e ps qs) • (excitation c a ps qs • v) := by
  have key : fock e c a * excitation c a ps qs
      = excitation c a ps qs * fock e c a + denom e ps qs • excitation c a ps qs := by
    rw [← fock_lieComm_excitation h e ps qs, lieComm]
    abel
  rw [← mul_smul, key, add_smul, mul_smul, hv, smul_comm (excitation c a ps qs) E v,
    smul_assoc, add_smul]
```

## Nonzero denominators

Linearity and the main theorem give $[F,T]=\sum_\mu t_\mu\Delta_\mu X_\mu$ with no further condition.

```lean
/-- The commutator with `F` multiplies each cluster amplitude by its denominator:
`[F, ∑ t_μ X_μ] = ∑ t_μ Δ_μ X_μ`. -/
theorem fock_lieComm_cluster [Fintype ι] [DecidableEq ι] {c a : ι → A} (h : IsCAR c a)
    {κ : Type*} (e : ι → ℂ) (s : Finset κ) (P Q : κ → List ι) (t : κ → ℂ) :
    lieComm (fock e c a) (cluster c a s P Q t)
      = cluster c a s P Q (fun μ => t μ * denom e (P μ) (Q μ)) := by
  have lin : lieComm (fock e c a) (cluster c a s P Q t)
      = ∑ μ ∈ s, t μ • lieComm (fock e c a) (excitation c a (P μ) (Q μ)) := by
    simp only [lieComm, cluster, Finset.sum_mul, Finset.mul_sum, smul_mul_assoc,
      mul_smul_comm, smul_sub, Finset.sum_sub_distrib]
  rw [lin, cluster]
  refine Finset.sum_congr rfl fun μ _ => ?_
  rw [fock_lieComm_excitation h, smul_smul]
```

Let $W=\sum_\mu w_\mu X_\mu$ with given coefficients $w_\mu$. If $\Delta_\mu\neq0$ for all $\mu\in s$, so that no string takes an eigenvector of $F$ to one with the same eigenvalue, then $t_\mu=-w_\mu/\Delta_\mu$ gives
$$[F,T]+W=\sum_\mu(t_\mu\Delta_\mu+w_\mu)X_\mu=0.$$
The proof uses `hΔ` once, in `div_mul_cancel₀`. If $\Delta_\mu=0$, the coefficient of $X_\mu$ stays $w_\mu$ whatever $t_\mu$ is, so the equation can fail; it still holds when the terms $w_\mu X_\mu$ with $\Delta_\mu=0$ sum to zero, for instance when each has $w_\mu=0$ or $X_\mu=0$. Uniqueness is not claimed, since the $X_\mu$ may be linearly dependent.

```lean
/-- If no denominator vanishes, the amplitudes `t_μ = -w_μ / Δ_μ` give a cluster operator `T`
with `[F, T] + W = 0` for `W = ∑ w_μ X_μ`. -/
theorem amplitude_equation [Fintype ι] [DecidableEq ι] {c a : ι → A} (h : IsCAR c a)
    {κ : Type*} (e : ι → ℂ) (s : Finset κ) (P Q : κ → List ι) (w : κ → ℂ)
    (hΔ : ∀ μ ∈ s, denom e (P μ) (Q μ) ≠ 0) :
    lieComm (fock e c a) (cluster c a s P Q fun μ => -w μ / denom e (P μ) (Q μ))
      + cluster c a s P Q w = 0 := by
  rw [fock_lieComm_cluster h, cluster, cluster, ← Finset.sum_add_distrib]
  refine Finset.sum_eq_zero fun μ hμ => ?_
  rw [div_mul_cancel₀ _ (hΔ μ hμ), ← add_smul, neg_add_cancel, zero_smul]
```

With a finite basis of canonical orbitals and only the one-body operator $F$ treated, a double excitation from occupied $i,j$ to virtual $r,u$ has the coupled-cluster denominator $e_r+e_u-e_i-e_j$. In the coupled-cluster equations some of the remaining terms depend on $T$, whereas $W$ is fixed here.

## Two modes in numbers

`IsCAR` holds trivially in the zero algebra, where $0=1$ and all elements are equal. The $4\times4$ matrices below realise it with $c_0a_1\neq0$; basis vector $n_0+2n_1$ has occupations $n_0,n_1$. The proof checks the relations entry by entry and reads off entry $(1,2)$ of $c_0a_1$.

```lean
/-- Annihilator matrices for two fermion modes. -/
def pairAnn : Fin 2 → Matrix (Fin 4) (Fin 4) ℂ :=
  ![!![0, 1, 0, 0; 0, 0, 0, 0; 0, 0, 0, 1; 0, 0, 0, 0],
    !![0, 0, 1, 0; 0, 0, 0, -1; 0, 0, 0, 0; 0, 0, 0, 0]]

/-- Creator matrices for two fermion modes. -/
def pairCre : Fin 2 → Matrix (Fin 4) (Fin 4) ℂ :=
  ![!![0, 0, 0, 0; 1, 0, 0, 0; 0, 0, 0, 0; 0, 0, 1, 0],
    !![0, 0, 0, 0; 0, 0, 0, 0; 1, 0, 0, 0; 0, -1, 0, 0]]

set_option maxHeartbeats 400000 in
/-- The two-mode matrices obey the anticommutation relations, and the product `c_0 a_1`
is not zero. -/
theorem car_witness : IsCAR pairCre pairAnn ∧ excitation pairCre pairAnn [0] [1] ≠ 0 := by
  refine ⟨⟨?_, ?_, ?_⟩, ?_⟩
  · intro p q
    fin_cases p <;> fin_cases q <;> ext i j <;> fin_cases i <;> fin_cases j <;>
      simp [pairCre, pairAnn]
  · intro p q
    fin_cases p <;> fin_cases q <;> ext i j <;> fin_cases i <;> fin_cases j <;>
      simp [pairCre]
  · intro p q
    fin_cases p <;> fin_cases q <;> ext i j <;> fin_cases i <;> fin_cases j <;>
      simp [pairAnn]
  · intro h
    have h12 := congrFun (congrFun h 1) 2
    simp [excitation, pairCre, pairAnn, Matrix.mul_apply, Fin.sum_univ_four] at h12

end

end ExcitationRoots
```

Take $e_0=0.5$ and $e_1=-1$, so $F=\mathrm{diag}(0,\,0.5,\,-1,\,-0.5)$ with rows numbered from 0. The string $X=c_0a_1$ has the single nonzero entry $X_{12}=1$, and $[F,X]_{12}=0.5-(-1)=1.5=\Delta$. Basis vector 2, with $E=-1$, goes to basis vector 1, with energy $0.5$. For $W=0.3X$ the amplitude is $t=-0.3/1.5=-0.2$.

## Fixed Fock-space matrices as an alternative

For $n$ modes, explicit $2^n\times2^n$ matrices with $c_p=a_p^\dagger$ and real $e_p$ would turn the relations from assumptions into lemmas and make $F$ Hermitian. They would also allow a criterion for $Xv\neq0$ on determinants. The result would then concern one representation, while the algebraic version applies to every realisation of `IsCAR`.

```lean
#print axioms ExcitationRoots.root_lieComm
#print axioms ExcitationRoots.fock_lieComm_excitation
#print axioms ExcitationRoots.fock_excited_state
#print axioms ExcitationRoots.amplitude_equation
```

```
'ExcitationRoots.root_lieComm' depends on axioms: [propext, Classical.choice, Quot.sound]
'ExcitationRoots.fock_lieComm_excitation' depends on axioms: [propext, Classical.choice, Quot.sound]
'ExcitationRoots.fock_excited_state' depends on axioms: [propext, Classical.choice, Quot.sound]
'ExcitationRoots.amplitude_equation' depends on axioms: [propext, Classical.choice, Quot.sound]
```
